# The anti-Hermitian generator of least Frobenius norm for a first-order change D of a Hermitian projector P is DP − PD

Let P be a Hermitian idempotent matrix and D a Hermitian matrix with PD + DP = D. Among all anti-Hermitian A that satisfy

AP − PA = D,

the Frobenius norm ‖A‖ is smallest for

A₀ = DP − PD,

and for no other A. The minimum is ‖A₀‖ = ‖D‖.

Here P is the one-particle density matrix of a single determinant in an orthonormal basis, and D is its first-order change. If the orbitals are rotated by exp(tA), the density exp(tA) P exp(−tA) has the derivative AP − PA at t = 0. The condition PD + DP = D is the derivative of P² = P: to first order, the density stays idempotent.

## Recovering an orbital rotation from a density response

The density response does not fix the generator completely, because rotations among occupied orbitals, or among virtual ones, leave P unchanged. A response code that stores only occupied–virtual amplitudes sets these redundant parts to zero. For an idempotent density in a finite orthonormal basis, this choice is the generator of least norm. It can be computed from P and D by two matrix products, without reference to individual orbitals, and its norm must agree with that of D, which gives a cheap consistency check.

## Splitting the norm into occupied and virtual blocks

Write Q = 1 − P, and let † denote the conjugate transpose. The squared norm is ‖X‖² = ∑ᵢⱼ |Xᵢⱼ|² = Re tr(X†X). Since P and Q are Hermitian idempotents with P + Q = 1,

X†X = (PX)†(PX) + (QX)†(QX),

so ‖X‖² = ‖PX‖² + ‖QX‖². Applying this to X† gives the same split for multiplication from the right. Together they yield

‖X‖² = ‖PXP‖² + ‖PXQ‖² + ‖QXP‖² + ‖QXQ‖².

Now take any matrix A and set C = AP − PA. Because PQ = QP = 0, its blocks are

PCP = PAP − PAP = 0,

PCQ = −PAQ,

QCP = QAP,

QCQ = 0.

The commutator keeps the off-diagonal blocks up to sign and removes the diagonal ones. Hence

‖A‖² = ‖AP − PA‖² + ‖PAP‖² + ‖QAQ‖².

If A generates D, the first term is ‖D‖², and therefore ‖A‖ ≥ ‖D‖.

To see that A₀ is a generator, multiply PD + DP = D by P on both sides. This gives 2PDP = PDP, so PDP = 0. Then

A₀† = PD − DP = −A₀,

A₀P − PA₀ = DP − 2PDP + PD = DP + PD = D.

Its diagonal blocks vanish: PA₀P = PDP − PDP = 0, and QA₀Q = 0 because PQ = QP = 0. The norm identity then gives ‖A₀‖ = ‖D‖.

For uniqueness, any A with commutator C satisfies

CP − PC = AP − 2PAP + PA = QAP + PAQ,

and so

A = (CP − PC) + PAP + QAQ.

If A generates D and ‖A‖ = ‖D‖, both diagonal blocks have norm zero and vanish. Since C = D, what remains is A = DP − PD = A₀.

The condition on D is also necessary for a generator to exist. If D = AP − PA, then

PD + DP = PAP − PA + AP − PAP = D.

## The Lean file

```lean
import Mathlib

open scoped Matrix

namespace MinimalOrbitalRotation

noncomputable section

variable {n : Type*} [Fintype n]

/-- The squared Frobenius norm: the sum of the squared moduli of all matrix entries. -/
def frobSq (A : Matrix n n ℂ) : ℝ := ∑ i, ∑ j, ‖A i j‖ ^ 2

/-- The Frobenius norm of a complex square matrix. -/
def frobNorm (A : Matrix n n ℂ) : ℝ := Real.sqrt (frobSq A)

/-- `A` is an anti-Hermitian orbital rotation generator that produces the first-order
change `D` of the projector `P`. -/
def IsGenerator (P D A : Matrix n n ℂ) : Prop := Aᴴ = -A ∧ A * P - P * A = D

/-- The commutator `D P - P D` of a density variation with the projector. -/
def minimalRotation (P D : Matrix n n ℂ) : Matrix n n ℂ := D * P - P * D

/-- The squared Frobenius norm is the real part of the trace of `Aᴴ A`. -/
theorem frobSq_eq_trace (A : Matrix n n ℂ) : frobSq A = (Matrix.trace (Aᴴ * A)).re := by
  simp only [frobSq, Matrix.trace, Matrix.diag_apply, Matrix.mul_apply,
    Matrix.conjTranspose_apply, Complex.re_sum]
  rw [Finset.sum_comm]
  refine Finset.sum_congr rfl fun i _ => Finset.sum_congr rfl fun j _ => ?_
  rw [Complex.sq_norm, Complex.normSq_apply]
  simp [Complex.mul_re]

private lemma frobSq_nonneg (A : Matrix n n ℂ) : 0 ≤ frobSq A := by
  unfold frobSq
  positivity

private lemma frobSq_conjTranspose (A : Matrix n n ℂ) : frobSq Aᴴ = frobSq A := by
  simp only [frobSq, Matrix.conjTranspose_apply, norm_star]
  exact Finset.sum_comm

private lemma frobSq_neg (A : Matrix n n ℂ) : frobSq (-A) = frobSq A := by
  simp [frobSq]

private lemma frobSq_zero : frobSq (0 : Matrix n n ℂ) = 0 := by
  simp [frobSq]

private lemma eq_zero_of_frobSq {A : Matrix n n ℂ} (h : frobSq A = 0) : A = 0 := by
  unfold frobSq at h
  have hrow : ∀ i ∈ Finset.univ, 0 ≤ ∑ j, ‖A i j‖ ^ 2 := by
    intro i _
    positivity
  ext i j
  have h1 := (Finset.sum_eq_zero_iff_of_nonneg hrow).mp h i (Finset.mem_univ i)
  have hent : ∀ j ∈ Finset.univ, 0 ≤ ‖A i j‖ ^ 2 := by
    intro j _
    positivity
  have h2 := (Finset.sum_eq_zero_iff_of_nonneg hent).mp h1 j (Finset.mem_univ j)
  simpa using h2

private lemma absorb {P : Matrix n n ℂ} (hPP : P * P = P) (Y : Matrix n n ℂ) :
    P * (P * Y) = P * Y := by
  rw [← mul_assoc, hPP]

variable [DecidableEq n]

private lemma split_left {P : Matrix n n ℂ} (hP : P.IsHermitian) (hPP : P * P = P)
    (X : Matrix n n ℂ) : frobSq X = frobSq (P * X) + frobSq ((1 - P) * X) := by
  have key : Xᴴ * X = (P * X)ᴴ * (P * X) + ((1 - P) * X)ᴴ * ((1 - P) * X) := by
    simp only [Matrix.conjTranspose_mul, Matrix.conjTranspose_sub,
      hP.eq, mul_sub, sub_mul, one_mul, mul_assoc, absorb hPP]
    abel
  rw [frobSq_eq_trace X, frobSq_eq_trace (P * X), frobSq_eq_trace ((1 - P) * X), key,
    Matrix.trace_add, Complex.add_re]

private lemma split_right {P : Matrix n n ℂ} (hP : P.IsHermitian) (hPP : P * P = P)
    (X : Matrix n n ℂ) : frobSq X = frobSq (X * P) + frobSq (X * (1 - P)) := by
  have h := split_left hP hPP Xᴴ
  have h1 : P * Xᴴ = (X * P)ᴴ := by rw [Matrix.conjTranspose_mul, hP.eq]
  have h2 : (1 - P) * Xᴴ = (X * (1 - P))ᴴ := by
    rw [Matrix.conjTranspose_mul, Matrix.conjTranspose_sub, Matrix.conjTranspose_one, hP.eq]
  rw [h1, h2, frobSq_conjTranspose, frobSq_conjTranspose, frobSq_conjTranspose] at h
  exact h

/-- The squared Frobenius norm is the sum of the contributions of the four blocks
defined by the projector `P` and its complement `1 - P`. -/
theorem frobSq_blocks {P : Matrix n n ℂ} (hP : P.IsHermitian) (hPP : P * P = P)
    (X : Matrix n n ℂ) :
    frobSq X = frobSq (P * X * P) + frobSq (P * X * (1 - P))
      + frobSq ((1 - P) * X * P) + frobSq ((1 - P) * X * (1 - P)) := by
  have h := split_left hP hPP X
  have h1 := split_right hP hPP (P * X)
  have h2 := split_right hP hPP ((1 - P) * X)
  linarith

/-- The squared norm of any matrix `A` is that of its commutator with `P` plus those of its two
diagonal blocks `P A P` and `(1 - P) A (1 - P)`, for a Hermitian projector `P`. -/
theorem frobSq_eq_commutator_add_blocks {P : Matrix n n ℂ} (hP : P.IsHermitian)
    (hPP : P * P = P) (A : Matrix n n ℂ) :
    frobSq A = frobSq (A * P - P * A) + frobSq (P * A * P)
      + frobSq ((1 - P) * A * (1 - P)) := by
  -- the commutator has no diagonal blocks and keeps the others up to sign
  have h1 : P * (A * P - P * A) * P = 0 := by
    simp only [mul_sub, sub_mul, mul_assoc, hPP, absorb hPP]
    abel
  have h2 : P * (A * P - P * A) * (1 - P) = -(P * A * (1 - P)) := by
    simp only [mul_sub, sub_mul, mul_one, mul_assoc, hPP, absorb hPP]
    abel
  have h3 : (1 - P) * (A * P - P * A) * P = (1 - P) * A * P := by
    simp only [mul_sub, sub_mul, one_mul, mul_assoc, hPP, absorb hPP]
    abel
  have h4 : (1 - P) * (A * P - P * A) * (1 - P) = 0 := by
    simp only [mul_sub, sub_mul, one_mul, mul_one, mul_assoc, hPP, absorb hPP]
    abel
  have hA := frobSq_blocks hP hPP A
  have hD := frobSq_blocks hP hPP (A * P - P * A)
  rw [h1, h2, h3, h4, frobSq_neg, frobSq_zero] at hD
  linarith

private lemma minimalRotation_isGenerator {P D : Matrix n n ℂ} (hP : P.IsHermitian)
    (hPP : P * P = P) (hD : D.IsHermitian) (hT : P * D + D * P = D) :
    IsGenerator P D (minimalRotation P D) := by
  have h := congrArg (fun M => P * M * P) hT
  simp only [mul_add, add_mul, mul_assoc, hPP, absorb hPP] at h
  have h0 : P * (D * P) = 0 := by
    have h' := sub_eq_zero.mpr h
    rwa [add_sub_cancel_right] at h'
  constructor
  · simp only [minimalRotation, Matrix.conjTranspose_sub, Matrix.conjTranspose_mul,
      hP.eq, hD.eq, neg_sub]
  · simp only [minimalRotation, mul_sub, sub_mul, mul_assoc, hPP, absorb hPP, h0,
      sub_zero, zero_sub, sub_neg_eq_add]
    rw [add_comm]
    exact hT

/-- A Hermitian variation `D` of the projector `P` is produced by some anti-Hermitian
generator exactly when `P D + D P = D`. -/
theorem exists_generator_iff {P D : Matrix n n ℂ} (hP : P.IsHermitian)
    (hPP : P * P = P) (hD : D.IsHermitian) :
    (∃ A, IsGenerator P D A) ↔ P * D + D * P = D := by
  constructor
  · rintro ⟨A, _, hA⟩
    rw [← hA]
    simp only [mul_sub, sub_mul, mul_assoc, hPP, absorb hPP]
    abel
  · intro hT
    exact ⟨_, minimalRotation_isGenerator hP hPP hD hT⟩

/-- Minimal orbital rotation: for a Hermitian projector `P` and a Hermitian `D` with `P D + D P =
D`, the matrix `D P - P D` is a generator of `D` and has the Frobenius norm of `D`; every generator
of `D` has at least this norm, and only `D P - P D` attains it. -/
theorem minimal_orbital_rotation {P D : Matrix n n ℂ} (hP : P.IsHermitian)
    (hPP : P * P = P) (hD : D.IsHermitian) (hT : P * D + D * P = D) :
    IsGenerator P D (minimalRotation P D) ∧
    frobNorm (minimalRotation P D) = frobNorm D ∧
    ∀ A, IsGenerator P D A →
      frobNorm D ≤ frobNorm A ∧ (frobNorm A = frobNorm D ↔ A = minimalRotation P D) := by
  have hgen := minimalRotation_isGenerator hP hPP hD hT
  -- the minimal rotation has no diagonal blocks
  have hnorm : frobNorm (minimalRotation P D) = frobNorm D := by
    have h1 : P * minimalRotation P D * P = 0 := by
      simp only [minimalRotation, mul_sub, sub_mul, mul_assoc, hPP, absorb hPP]
      abel
    have h2 : (1 - P) * minimalRotation P D * (1 - P) = 0 := by
      simp only [minimalRotation, mul_sub, sub_mul, one_mul, mul_one, mul_assoc, hPP,
        absorb hPP]
      abel
    have h := frobSq_eq_commutator_add_blocks hP hPP (minimalRotation P D)
    rw [hgen.2, h1, h2, frobSq_zero, add_zero, add_zero] at h
    rw [frobNorm, frobNorm, h]
  refine ⟨hgen, hnorm, fun A hA => ?_⟩
  have h := frobSq_eq_commutator_add_blocks hP hPP A
  rw [hA.2] at h
  have p1 := frobSq_nonneg (P * A * P)
  have p2 := frobSq_nonneg ((1 - P) * A * (1 - P))
  refine ⟨Real.sqrt_le_sqrt (by linarith), fun he => ?_, fun he => by rw [he, hnorm]⟩
  -- equal norms force both diagonal blocks of A to vanish
  have hs : frobSq A = frobSq D :=
    (Real.sqrt_inj (frobSq_nonneg A) (frobSq_nonneg D)).mp he
  have z1 : P * A * P = 0 := eq_zero_of_frobSq (by linarith)
  have z2 : (1 - P) * A * (1 - P) = 0 := eq_zero_of_frobSq (by linarith)
  have hdec : A = minimalRotation P (A * P - P * A) + P * A * P
      + (1 - P) * A * (1 - P) := by
    simp only [minimalRotation, mul_sub, sub_mul, one_mul, mul_one, mul_assoc, hPP,
      absorb hPP]
    abel
  rw [z1, z2, add_zero, add_zero, hA.2] at hdec
  exact hdec

/-- A two-level instance: the projector on the first level and a variation mixing the two
levels meet all hypotheses, and a generator other than the minimal one exists. -/
theorem minimal_orbital_rotation_witness :
    let P : Matrix (Fin 2) (Fin 2) ℂ := !![1, 0; 0, 0]
    let D : Matrix (Fin 2) (Fin 2) ℂ := !![0, 1; 1, 0]
    let A : Matrix (Fin 2) (Fin 2) ℂ := !![Complex.I, -1; 1, 0]
    P.IsHermitian ∧ P * P = P ∧ D.IsHermitian ∧ P * D + D * P = D ∧
      IsGenerator P D A ∧ A ≠ minimalRotation P D := by
  intro P D A
  refine ⟨?_, ?_, ?_, ?_, ⟨?_, ?_⟩, ?_⟩
  · ext i j
    fin_cases i <;> fin_cases j <;> simp [P]
  · ext i j
    fin_cases i <;> fin_cases j <;> simp [P, Matrix.mul_apply, Fin.sum_univ_succ]
  · ext i j
    fin_cases i <;> fin_cases j <;> simp [D]
  · ext i j
    fin_cases i <;> fin_cases j <;> simp [P, D]
  · ext i j
    fin_cases i <;> fin_cases j <;> simp [A]
  · ext i j
    fin_cases i <;> fin_cases j <;> simp [P, D, A]
  · intro h
    have h00 := congrFun (congrFun h 0) 0
    simp [P, D, A, minimalRotation, Fin.sum_univ_succ] at h00

end

end MinimalOrbitalRotation
```

```lean
#print axioms MinimalOrbitalRotation.exists_generator_iff
#print axioms MinimalOrbitalRotation.minimal_orbital_rotation
```

```
'MinimalOrbitalRotation.exists_generator_iff' depends on axioms: [propext, Classical.choice, Quot.sound]
'MinimalOrbitalRotation.minimal_orbital_rotation' depends on axioms: [propext, Classical.choice, Quot.sound]
```

## How the Lean statements encode the density problem

The matrices have type `Matrix n n ℂ`, where `n` is any finite index type labelling the orthonormal basis functions. `frobNorm` is the square root of `frobSq`, the sum of squared moduli of the entries. `IsGenerator P D A` contains both anti-Hermiticity and the equation AP − PA = D, which fixes the sign convention. `minimalRotation P D` is A₀.

The hypotheses of `minimal_orbital_rotation` say that P is Hermitian (`hP`) and idempotent (`hPP`), that D is Hermitian (`hD`), and that PD + DP = D (`hT`). Its conclusion has three parts: A₀ is a generator, its norm equals that of D, and every generator has at least this norm, with equality exactly when it is A₀. `exists_generator_iff` states that, for Hermitian D, a generator exists exactly when `hT` holds.

`minimal_orbital_rotation_witness` gives a two-level example that meets all the hypotheses. Its generator `A` has an additional diagonal entry i and differs from A₀; the norms are √3 for `A` and √2 for A₀.

## How the proof follows the block calculation

`frobSq_eq_trace` turns the sum over entries into a trace. `split_left` and `split_right` separate the norm on either side, and `frobSq_blocks` combines them into four blocks. `frobSq_eq_commutator_add_blocks` computes the blocks of the commutator as `h1` to `h4` and compares the two block sums. In these matrix identities, `simp only` expands the products and uses P² = P, while `abel` cancels the remaining terms.

`minimalRotation_isGenerator` derives PDP = 0 and checks A₀. In the main theorem, nonnegativity of the diagonal contributions gives the lower bound. For equality, `eq_zero_of_frobSq` makes both diagonal blocks vanish, and `hdec` is the decomposition of A that then leaves only A₀.

## Exact projectors, orthonormal bases and first order

The theorem guarantees the minimum and its uniqueness in exact arithmetic. It gives no error bound for a density that is idempotent only to within a convergence threshold, and it does not cover fractional occupations. A spin-summed closed-shell density equals 2P and must be halved first, together with its response. In a nonorthogonal atomic-orbital basis, the density must first be transformed to an orthonormal one, and D is the derivative of the transformed density. If the basis functions move with the perturbation, this derivative includes the change of the overlap matrix.

D is an input: the response equations that determine it are not treated. The statement concerns the generator at first order and the Frobenius norm; it does not address the shortest finite rotation between two densities or minimality in another norm.
